# Anisotropic (XXZ) Gaudin operators commute when antisymmetric couplings solve the Gaudin equation

For two spins with $z$ components $S^z_1,S^z_2$, a number $g$ and a bond operator $H$ that conserves $S^z_1+S^z_2$, the operators $R_1=S^z_1+gH$ and $R_2=S^z_2-gH$ commute, because $[R_1,R_2]=-g[S^z_1+S^z_2,H]=0$. A third spin adds commutators of bonds that share a site, and for XXZ bonds these cancel if the transverse and longitudinal couplings $X,Z$ are antisymmetric and satisfy $X_{ij}X_{jk}=X_{ik}(Z_{ij}+Z_{jk})$ for distinct sites.

In Lean 4 with Mathlib:

```lean
import Mathlib

open Finset

namespace AnisotropicGaudin

noncomputable section

/-- Operators in a complex algebra that obey the su(2) relations on each site and commute between
different sites. -/
structure SpinCopies (ι A : Type*) [Ring A] [Algebra ℂ A] where
  Sp : ι → A
  Sm : ι → A
  Sz : ι → A
  z_p : ∀ i, Sz i * Sp i - Sp i * Sz i = Sp i
  z_m : ∀ i, Sz i * Sm i - Sm i * Sz i = -Sm i
  p_m : ∀ i, Sp i * Sm i - Sm i * Sp i = (2 : ℂ) • Sz i
  comm : ∀ i j, i ≠ j → ∀ u ∈ ({Sp i, Sm i, Sz i} : Set A),
    ∀ v ∈ ({Sp j, Sm j, Sz j} : Set A), Commute u v

/-- Antisymmetric couplings that solve the Gaudin equation on distinct sites. -/
structure IsGaudin {ι : Type*} (X Z : ι → ι → ℂ) : Prop where
  X_anti : ∀ i j, i ≠ j → X j i = -X i j
  Z_anti : ∀ i j, i ≠ j → Z j i = -Z i j
  eqn : ∀ i j k, i ≠ j → j ≠ k → i ≠ k → X i j * X j k = X i k * (Z i j + Z j k)

variable {ι A : Type*} [Ring A] [Algebra ℂ A] (S : SpinCopies ι A)

/-- The three spin operators of site `i`. -/
def SpinCopies.comps (i : ι) : Set A := {S.Sp i, S.Sm i, S.Sz i}

/-- The XXZ bond operator with transverse strength `x` and longitudinal strength `z`. -/
def SpinCopies.pair (x z : ℂ) (i j : ι) : A :=
  (x / 2) • (S.Sp i * S.Sm j + S.Sm i * S.Sp j) + z • (S.Sz i * S.Sz j)

/-- The spin-exchange current operator between two sites, without prefactor. -/
def SpinCopies.current (i j : ι) : A := S.Sp i * S.Sm j - S.Sm i * S.Sp j

/-- The anisotropic Gaudin operator `R_i`. -/
def SpinCopies.charge [Fintype ι] [DecidableEq ι] (g : ℂ) (X Z : ι → ι → ℂ) (i : ι) : A :=
  S.Sz i + g • ∑ j ∈ univ.erase i, S.pair (X i j) (Z i j) i j

/-- The bond operator is symmetric under exchange of its two sites. -/
theorem pair_symm (x z : ℂ) {i j : ι} (h : i ≠ j) : S.pair x z i j = S.pair x z j i := by
  have h1 := (S.comm i j h (S.Sp i) (by simp) (S.Sm j) (by simp)).eq
  have h2 := (S.comm i j h (S.Sm i) (by simp) (S.Sp j) (by simp)).eq
  have h3 := (S.comm i j h (S.Sz i) (by simp) (S.Sz j) (by simp)).eq
  unfold SpinCopies.pair
  rw [h1, h2, h3, add_comm (S.Sm j * S.Sp i)]

/-- Two bonds sharing the site `c` have a commutator made of currents times the `Sz` of the
remaining site. -/
theorem pair_bracket (x z y w : ℂ) {a b c : ι} (hab : a ≠ b) (hac : a ≠ c) (hbc : b ≠ c) :
    S.pair x z a c * S.pair y w b c - S.pair y w b c * S.pair x z a c =
      (-(x * y / 2)) • (S.current a b * S.Sz c) + (x * w / 2) • (S.current a c * S.Sz b)
        - (z * y / 2) • (S.current b c * S.Sz a) := by
  have P : ∀ i, S.Sp i ∈ S.comps i := fun i => by simp [SpinCopies.comps]
  have M : ∀ i, S.Sm i ∈ S.comps i := fun i => by simp [SpinCopies.comps]
  have Q : ∀ i, S.Sz i ∈ S.comps i := fun i => by simp [SpinCopies.comps]
  -- only the operators on the shared site fail to commute
  have key : ∀ u ∈ S.comps a, ∀ v ∈ S.comps c, ∀ r ∈ S.comps b, ∀ t ∈ S.comps c,
      ∀ (k : ℂ) (q : A), v * t - t * v = k • q →
      u * v * (r * t) - r * t * (u * v) = k • (u * r * q) := by
    intro u hu v hv r hr t ht k q h
    have ur := (S.comm a b hab u hu r hr).eq
    have vr := (S.comm c b hbc.symm v hv r hr).eq
    have ut := (S.comm a c hac u hu t ht).eq
    have e1 : u * v * (r * t) = u * r * (v * t) := by
      rw [mul_assoc u v, ← mul_assoc v r t, vr, mul_assoc r v t, ← mul_assoc u r]
    have e2 : r * t * (u * v) = u * r * (t * v) := by
      rw [mul_assoc r t, ← mul_assoc t u v, ← ut, mul_assoc u t v, ← mul_assoc r u, ← ur]
    rw [e1, e2, ← mul_sub, h, mul_smul_comm]
  have zp := S.z_p c
  have zm := S.z_m c
  have pm := S.p_m c
  have h1 := key _ (P a) _ (M c) _ (P b) _ (M c) 0 (S.Sz c) (by simp)
  have h2 := key _ (P a) _ (M c) _ (M b) _ (P c) (-2) (S.Sz c)
    (by rw [neg_smul, ← pm, neg_sub])
  have h3 := key _ (P a) _ (M c) _ (Q b) _ (Q c) 1 (S.Sm c)
    (by rw [one_smul, ← neg_sub, zm, neg_neg])
  have h4 := key _ (M a) _ (P c) _ (P b) _ (M c) 2 (S.Sz c) pm
  have h5 := key _ (M a) _ (P c) _ (M b) _ (P c) 0 (S.Sz c) (by simp)
  have h6 := key _ (M a) _ (P c) _ (Q b) _ (Q c) (-1) (S.Sp c)
    (by rw [neg_smul, one_smul, ← neg_sub, zp])
  have h7 := key _ (Q a) _ (Q c) _ (P b) _ (M c) (-1) (S.Sm c) (by rw [zm, neg_smul, one_smul])
  have h8 := key _ (Q a) _ (Q c) _ (M b) _ (P c) 1 (S.Sp c) (by rw [zp, one_smul])
  have h9 := key _ (Q a) _ (Q c) _ (Q b) _ (Q c) 0 (S.Sz c) (by simp)
  -- move the spectator Sz to the right
  have r1 : ∀ u, ∀ v ∈ S.comps c, u * S.Sz b * v = u * v * S.Sz b := fun u v hv => by
    rw [mul_assoc, (S.comm b c hbc _ (Q b) v hv).eq, ← mul_assoc]
  have r2 : ∀ u ∈ S.comps b, ∀ v ∈ S.comps c, S.Sz a * u * v = u * v * S.Sz a :=
    fun u hu v hv => by
      rw [(S.comm a b hab _ (Q a) u hu).eq, mul_assoc, (S.comm a c hac _ (Q a) v hv).eq,
        ← mul_assoc]
  rw [r1 _ _ (M c)] at h3
  rw [r1 _ _ (P c)] at h6
  rw [r2 _ (P b) _ (M c)] at h7
  rw [r2 _ (M b) _ (P c)] at h8
  simp only [SpinCopies.pair, SpinCopies.current, add_mul, mul_add, sub_mul, smul_add,
    smul_mul_assoc, mul_smul_comm]
  linear_combination (norm := module) (x / 2 * (y / 2)) • h1 + (x / 2 * (y / 2)) • h2 +
    (x / 2 * w) • h3 + (x / 2 * (y / 2)) • h4 + (x / 2 * (y / 2)) • h5 + (x / 2 * w) • h6 +
    (z * (y / 2)) • h7 + (z * (y / 2)) • h8 + (z * w) • h9

/-- For three distinct sites and antisymmetric couplings that solve the Gaudin equation, the three
bond commutators cancel. -/
theorem three_site_cancellation {X Z : ι → ι → ℂ} (G : IsGaudin X Z) {i j k : ι}
    (hij : i ≠ j) (hik : i ≠ k) (hjk : j ≠ k) :
    let H := fun a b => S.pair (X a b) (Z a b) a b
    (H i j * H j k - H j k * H i j) + (H i k * H j i - H j i * H i k)
      + (H i k * H j k - H j k * H i k) = 0 := by
  intro H
  have b1 := pair_bracket S (X i k) (Z i k) (X j k) (Z j k) hij hik hjk
  have b2 := pair_bracket S (X i j) (Z i j) (X j k) (Z j k) hik hij hjk.symm
  have b3 := pair_bracket S (X i k) (Z i k) (X j i) (Z j i) hjk.symm hik.symm hij.symm
  rw [pair_symm S _ _ hjk.symm] at b2
  rw [pair_symm S _ _ hik.symm] at b3
  have J : ∀ a b, a ≠ b → S.current b a = -S.current a b := fun a b h => by
    unfold SpinCopies.current
    rw [(S.comm b a h.symm (S.Sp b) (by simp) (S.Sm a) (by simp)).eq,
      (S.comm b a h.symm (S.Sm b) (by simp) (S.Sp a) (by simp)).eq, neg_sub]
  have c1 := G.eqn i j k hij hjk hik
  have c2 := G.eqn i k j hik hjk.symm hij
  have c3 := G.eqn j i k hij.symm hik hjk
  rw [G.X_anti j k hjk, G.Z_anti j k hjk] at c2
  rw [G.X_anti i j hij, G.Z_anti i j hij] at c3
  have e1 : (X i k * (Z i j + Z j k) - X i j * X j k) / 2 = 0 := by
    linear_combination -c1 / 2
  have e2 : (X i j * (Z j k - Z i k) - X i k * X j k) / 2 = 0 := by
    linear_combination c2 / 2
  have e3 : (X j k * (Z i j - Z i k) - X i j * X i k) / 2 = 0 := by
    linear_combination c3 / 2
  simp only [H]
  rw [b1, b2, b3, J j k hjk, J i k hik, J i j hij, G.X_anti i j hij, G.Z_anti i j hij]
  simp only [neg_mul]
  calc _ = ((X i k * (Z i j + Z j k) - X i j * X j k) / 2) • (S.current i k * S.Sz j)
        + ((X i j * (Z j k - Z i k) - X i k * X j k) / 2) • (S.current i j * S.Sz k)
        + ((X j k * (Z i j - Z i k) - X i j * X i k) / 2) • (S.current j k * S.Sz i) := by
        module
    _ = 0 := by rw [e1, e2, e3]; simp

/-- An operator commuting with the spins of two sites commutes with their bond operator. -/
theorem commute_pair (x z : ℂ) {i k : ι} {a : A} (hi : ∀ u ∈ S.comps i, Commute u a)
    (hk : ∀ u ∈ S.comps k, Commute u a) : Commute (S.pair x z i k) a := by
  have P : ∀ i, S.Sp i ∈ S.comps i := fun i => by simp [SpinCopies.comps]
  have M : ∀ i, S.Sm i ∈ S.comps i := fun i => by simp [SpinCopies.comps]
  have Q : ∀ i, S.Sz i ∈ S.comps i := fun i => by simp [SpinCopies.comps]
  exact ((((hi _ (P i)).mul_left (hk _ (M k))).add_left
    ((hi _ (M i)).mul_left (hk _ (P k)))).smul_left _).add_left
    (((hi _ (Q i)).mul_left (hk _ (Q k))).smul_left _)

/-- A bond operator conserves the total `Sz` of its two sites. -/
theorem pair_conserves_Sz (x z : ℂ) {i j : ι} (h : i ≠ j) :
    Commute (S.Sz i + S.Sz j) (S.pair x z i j) := by
  have c1 := (S.comm i j h (S.Sz i) (by simp) (S.Sm j) (by simp)).eq
  have c2 := (S.comm j i h.symm (S.Sz j) (by simp) (S.Sp i) (by simp)).eq
  have c3 := (S.comm i j h (S.Sz i) (by simp) (S.Sp j) (by simp)).eq
  have c4 := (S.comm j i h.symm (S.Sz j) (by simp) (S.Sm i) (by simp)).eq
  have c5 := (S.comm i j h (S.Sz i) (by simp) (S.Sz j) (by simp))
  have h1 : Commute (S.Sz i + S.Sz j) (S.Sp i * S.Sm j) := by
    change _ * _ = _ * _
    linear_combination (norm := noncomm_ring) S.z_p i * S.Sm j + S.Sp i * c1 + c2 * S.Sm j
      + S.Sp i * S.z_m j
  have h2 : Commute (S.Sz i + S.Sz j) (S.Sm i * S.Sp j) := by
    change _ * _ = _ * _
    linear_combination (norm := noncomm_ring) S.z_m i * S.Sp j + S.Sm i * c3 + c4 * S.Sp j
      + S.Sm i * S.z_p j
  have h3 : Commute (S.Sz i + S.Sz j) (S.Sz i * S.Sz j) :=
    ((Commute.refl _).add_left c5.symm).mul_right (c5.add_left (Commute.refl _))
  exact ((h1.add_right h2).smul_right _).add_right (h3.smul_right _)

/-- If the couplings are antisymmetric and solve the Gaudin equation, the anisotropic Gaudin
operators commute pairwise, for any finite set of sites and any complex `g`. -/
theorem charges_commute [Fintype ι] [DecidableEq ι] (g : ℂ) {X Z : ι → ι → ℂ}
    (G : IsGaudin X Z) (i j : ι) : Commute (S.charge g X Z i) (S.charge g X Z j) := by
  by_cases hij : i = j
  · rw [hij]
  let H := fun a b => S.pair (X a b) (Z a b) a b
  let E := (univ.erase i).erase j
  have hE : ∀ k ∈ E, k ≠ j ∧ k ≠ i := fun k hk => by simpa [E] using hk
  have Q : ∀ i, S.Sz i ∈ S.comps i := fun i => by simp [SpinCopies.comps]
  have Ri : S.charge g X Z i = S.Sz i + g • (H i j + ∑ k ∈ E, H i k) := by
    rw [add_sum_erase (univ.erase i) (H i) (by simp [Ne.symm hij])]; rfl
  have Rj : S.charge g X Z j = S.Sz j + g • (H j i + ∑ k ∈ E, H j k) := by
    have : E = (univ.erase j).erase i := erase_right_comm
    rw [this, add_sum_erase (univ.erase j) (H j) (by simp [hij])]; rfl
  have anti : H j i = -H i j := by
    simp only [H]
    rw [G.X_anti i j hij, G.Z_anti i j hij, pair_symm S _ _ (Ne.symm hij)]
    unfold SpinCopies.pair
    module
  have hb : Commute (S.Sz i) (∑ k ∈ E, H j k) := Commute.sum_right _ _ _ fun k hk =>
    (commute_pair S _ _ (fun u hu => S.comm j i (Ne.symm hij) u hu _ (Q i))
      (fun u hu => S.comm k i (hE k hk).2 u hu _ (Q i))).symm
  have ha : Commute (∑ k ∈ E, H i k) (S.Sz j) := Commute.sum_left _ _ _ fun k hk =>
    commute_pair S _ _ (fun u hu => S.comm i j hij u hu _ (Q j))
      (fun u hu => S.comm k j (hE k hk).1 u hu _ (Q j))
  -- disjoint bonds commute, so only a common third site survives
  have single : ∀ k ∈ E, H i k * (∑ l ∈ E, H j l) - (∑ l ∈ E, H j l) * H i k
      = H i k * H j k - H j k * H i k := by
    intro k hk
    have hc : Commute (H i k) (∑ l ∈ E.erase k, H j l) := by
      refine Commute.sum_right _ _ _ fun l hl => ?_
      have hlk := ne_of_mem_erase hl
      have hl' := hE l (mem_of_mem_erase hl)
      refine commute_pair S _ _ (fun u hu => ?_) (fun u hu => ?_)
      · exact (commute_pair S _ _ (fun v hv => S.comm j i (Ne.symm hij) v hv u hu)
          (fun v hv => S.comm l i hl'.2 v hv u hu)).symm
      · exact (commute_pair S _ _ (fun v hv => S.comm j k (hE k hk).1.symm v hv u hu)
          (fun v hv => S.comm l k hlk v hv u hu)).symm
    rw [← add_sum_erase E (H j) hk, mul_add, add_mul, hc.eq]
    abel
  have quad : (H i j * (∑ k ∈ E, H j k) - (∑ k ∈ E, H j k) * H i j)
      + ((∑ k ∈ E, H i k) * H j i - H j i * (∑ k ∈ E, H i k))
      + ((∑ k ∈ E, H i k) * (∑ k ∈ E, H j k) - (∑ k ∈ E, H j k) * (∑ k ∈ E, H i k)) = 0 := by
    have hab : (∑ k ∈ E, H i k) * (∑ k ∈ E, H j k) - (∑ k ∈ E, H j k) * (∑ k ∈ E, H i k)
        = ∑ k ∈ E, (H i k * H j k - H j k * H i k) := by
      rw [← sum_congr rfl single, sum_sub_distrib, ← sum_mul, ← mul_sum]
    rw [hab, mul_sum, sum_mul, sum_mul, mul_sum, ← sum_sub_distrib, ← sum_sub_distrib,
      ← sum_add_distrib, ← sum_add_distrib]
    exact sum_eq_zero fun k hk =>
      three_site_cancellation S G hij (hE k hk).2.symm (hE k hk).1.symm
  -- collect the orders g^0, g^1 and g^2
  have collect : ∀ s t h a b : A, s * t = t * s → (s + t) * h = h * (s + t) → s * b = b * s →
      a * t = t * a → (h * b - b * h) + (a * -h - -h * a) + (a * b - b * a) = 0 →
      (s + g • (h + a)) * (t + g • (-h + b)) = (t + g • (-h + b)) * (s + g • (h + a)) := by
    intro s t h a b h1 h2 h3 h4 h5
    simp only [add_mul, mul_add, neg_mul, mul_neg] at h2 h5
    simp only [add_mul, mul_add, smul_add, smul_neg, neg_mul, mul_neg, smul_mul_assoc,
      mul_smul_comm]
    linear_combination (norm := module) h1 - g • h2 + g • h3 + g • h4 + (g * g) • h5
  rw [anti] at quad Rj
  rw [Ri, Rj]
  exact collect _ _ _ _ _ (S.comm i j hij _ (Q i) _ (Q j)).eq
    (pair_conserves_Sz S _ _ hij).eq hb.eq ha.eq quad

/-- If the couplings are antisymmetric and solve the Gaudin equation, every linear combination of
the Gaudin operators, taken as Hamiltonian, commutes with each of them. -/
theorem hamiltonian_commutes [Fintype ι] [DecidableEq ι] (g : ℂ) {X Z : ι → ι → ℂ}
    (G : IsGaudin X Z) (ε : ι → ℂ) (j : ι) :
    Commute (∑ i, ε i • S.charge g X Z i) (S.charge g X Z j) :=
  Commute.sum_left _ _ _ fun i _ => (charges_commute S g G i j).smul_left (ε i)

/-- Transverse coupling of the hyperbolic model. -/
def hypX (t : ι → ℂ) (i j : ι) : ℂ := 2 * t i * t j / (t i ^ 2 - t j ^ 2)

/-- Longitudinal coupling of the hyperbolic model. -/
def hypZ (t : ι → ℂ) (i j : ι) : ℂ := (t i ^ 2 + t j ^ 2) / (t i ^ 2 - t j ^ 2)

/-- The hyperbolic couplings solve the Gaudin equation when the squares `t i ^ 2` are distinct. -/
theorem hyperbolic_isGaudin (t : ι → ℂ) (ht : ∀ i j, i ≠ j → t i ^ 2 ≠ t j ^ 2) :
    IsGaudin (hypX t) (hypZ t) where
  X_anti i j _ := by
    unfold hypX
    rw [← neg_sub (t i ^ 2), div_neg]
    ring
  Z_anti i j _ := by
    unfold hypZ
    rw [← neg_sub (t i ^ 2), div_neg]
    ring
  eqn i j k hij hjk hik := by
    have h1 := sub_ne_zero.mpr (ht i j hij)
    have h2 := sub_ne_zero.mpr (ht j k hjk)
    have h3 := sub_ne_zero.mpr (ht i k hik)
    unfold hypX hypZ
    rw [div_mul_div_comm, div_add_div _ _ h1 h2, div_mul_div_comm,
      div_eq_div_iff (mul_ne_zero h1 h2) (mul_ne_zero h3 (mul_ne_zero h1 h2))]
    ring

/-- Raising operator of a spin 1/2 at site `i`, on wavefunctions of spin configurations. -/
def siteUp [DecidableEq ι] (i : ι) : Module.End ℂ ((ι → Bool) → ℂ) where
  toFun f σ := if σ i = true then f (Function.update σ i false) else 0
  map_add' f g := by funext σ; by_cases h : σ i = true <;> simp [h]
  map_smul' c f := by funext σ; by_cases h : σ i = true <;> simp [h]

/-- Lowering operator of a spin 1/2 at site `i`. -/
def siteDown [DecidableEq ι] (i : ι) : Module.End ℂ ((ι → Bool) → ℂ) where
  toFun f σ := if σ i = true then 0 else f (Function.update σ i true)
  map_add' f g := by funext σ; by_cases h : σ i = true <;> simp [h]
  map_smul' c f := by funext σ; by_cases h : σ i = true <;> simp [h]

/-- The z component of a spin 1/2 at site `i`. -/
def siteZ (i : ι) : Module.End ℂ ((ι → Bool) → ℂ) where
  toFun f σ := (if σ i = true then 1 / 2 else -1 / 2) * f σ
  map_add' f g := by funext σ; simp only [Pi.add_apply]; ring
  map_smul' c f := by
    funext σ; simp only [Pi.smul_apply, smul_eq_mul, RingHom.id_apply]; ring

/-- The spin-1/2 realisation of the commuting su(2) copies. -/
def spinHalf [DecidableEq ι] : SpinCopies ι (Module.End ℂ ((ι → Bool) → ℂ)) where
  Sp := siteUp
  Sm := siteDown
  Sz := siteZ
  z_p i := by
    refine LinearMap.ext fun f => funext fun σ => ?_
    cases h : σ i <;> simp [siteUp, siteZ, h]
    ring
  z_m i := by
    refine LinearMap.ext fun f => funext fun σ => ?_
    cases h : σ i <;> simp [siteDown, siteZ, h]
    ring
  p_m i := by
    refine LinearMap.ext fun f => funext fun σ => ?_
    have hu := Function.update_eq_self i σ
    cases h : σ i <;> rw [h] at hu <;> simp [siteUp, siteDown, siteZ, h, hu]
    ring
  comm i j hij u hu v hv := by
    simp only [Set.mem_insert_iff, Set.mem_singleton_iff] at hu hv
    rcases hu with rfl | rfl | rfl <;> rcases hv with rfl | rfl | rfl <;>
      refine LinearMap.ext fun f => funext fun σ => ?_ <;>
      cases hi : σ i <;> cases hj : σ j <;>
      simp [siteUp, siteDown, siteZ, hi, hj, hij, hij.symm, Function.update_comm hij] <;> ring

/-- For `N` sites, the hyperbolic couplings with `t i = i + 1` solve the Gaudin equation, and the
spin-1/2 copies have nonzero `Sz` on every site. -/
theorem spinHalf_hyperbolic_witness (N : ℕ) :
    IsGaudin (hypX fun i : Fin N => ((i : ℕ) : ℂ) + 1) (hypZ fun i : Fin N => ((i : ℕ) : ℂ) + 1)
      ∧ ∀ i : Fin N, (spinHalf (ι := Fin N)).Sz i ≠ 0 := by
  refine ⟨hyperbolic_isGaudin _ fun i j hij h => ?_, fun i h => ?_⟩
  · have h' : ((i : ℕ) + 1) ^ 2 = ((j : ℕ) + 1) ^ 2 := by exact_mod_cast h
    have hne : (i : ℕ) ≠ j := fun e => hij (Fin.ext e)
    rcases Nat.lt_or_gt_of_ne hne with hl | hl <;> nlinarith
  · have h' := congrFun (LinearMap.congr_fun h (fun _ => (1 : ℂ))) (fun _ => true)
    simp [spinHalf, siteZ] at h'

end

end AnisotropicGaudin
```

```lean
#print axioms AnisotropicGaudin.charges_commute
-- 'AnisotropicGaudin.charges_commute' depends on axioms: [propext, Classical.choice, Quot.sound]
#print axioms AnisotropicGaudin.hamiltonian_commutes
-- 'AnisotropicGaudin.hamiltonian_commutes' depends on axioms: [propext, Classical.choice, Quot.sound]
```

`SpinCopies` places su(2) operators in any complex algebra, with $[S^z,S^\pm]=\pm S^\pm$, $[S^+,S^-]=2S^z$ and different sites commuting. `pair` and `charge` are

$$H_{ij}=\tfrac{X_{ij}}2(S^+_iS^-_j+S^-_iS^+_j)+Z_{ij}S^z_iS^z_j,\qquad R_i=S^z_i+g\sum_{j\ne i}H_{ij}.$$

`IsGaudin` assumes antisymmetry and the Gaudin equation, the integrability condition that ties exchange to Ising coupling. `charges_commute` then gives $[R_i,R_j]=0$ for any finite set of sites and complex $g$. Hermiticity is not assumed; eigenstates and independence of the charges are not treated.

For $i\ne j$, put $A=\sum_kH_{ik}$ and $B=\sum_kH_{jk}$ with $k\ne i,j$. Since $H_{ji}=-H_{ij}$,

$$\begin{aligned}[R_i,R_j]={}&[S^z_i,S^z_j]+g\big(-[S^z_i+S^z_j,H_{ij}]+[S^z_i,B]+[A,S^z_j]\big)\\&+g^2\big([H_{ij},B]+[A,H_{ji}]+[A,B]\big).\end{aligned}$$

`collect` performs this expansion. The first term vanishes, as do $[S^z_i,B]$ and $[A,S^z_j]$, which involve different sites. `pair_conserves_Sz` removes the remaining linear term: each exchange raises one spin and lowers the other.

At order $g^2$, disjoint bonds commute (`single`), leaving for each $k$

$$[H_{ij},H_{jk}]+[H_{ik},H_{ji}]+[H_{ik},H_{jk}].$$

For bonds meeting at $c$, `key` uses $[u_av_c,r_bt_c]=u_ar_b[v_c,t_c]$. With $J_{ab}=S^+_aS^-_b-S^-_aS^+_b$, the nine products sum to (`pair_bracket`)

$$[H_{ac},H_{bc}]=-\tfrac{X_{ac}X_{bc}}2J_{ab}S^z_c+\tfrac{X_{ac}Z_{bc}}2J_{ac}S^z_b-\tfrac{Z_{ac}X_{bc}}2J_{bc}S^z_a.$$

Applying this three times, with bond symmetry, antisymmetry of the couplings and $J_{ba}=-J_{ab}$, gives the coefficients

$$\begin{aligned}J_{ik}S^z_j:&\quad\tfrac12\big(X_{ik}(Z_{ij}+Z_{jk})-X_{ij}X_{jk}\big),\\J_{ij}S^z_k:&\quad\tfrac12\big(X_{ij}(Z_{jk}-Z_{ik})-X_{ik}X_{jk}\big),\\J_{jk}S^z_i:&\quad\tfrac12\big(X_{jk}(Z_{ij}-Z_{ik})-X_{ij}X_{ik}\big).\end{aligned}$$

They vanish by antisymmetry and the Gaudin equation for $(i,j,k)$, $(i,k,j)$ and $(j,i,k)$, as `three_site_cancellation` records.

Without that equation the operators can fail to commute. Take three spins 1/2, $g\ne0$, $Z=0$, $X_{12}=X_{23}=1$, $X_{13}=0$, extended antisymmetrically. Then $[R_1,R_2]=-\tfrac{g^2}2J_{13}S^z_2\ne0$.

By linearity, `hamiltonian_commutes` shows that $\sum_i\varepsilon_iR_i$ commutes with every $R_j$. In electronic structure, su(2) operators can create and remove electron pairs, so this supplies conserved operators for pairing Hamiltonians of this form on finitely many levels.

The hyperbolic couplings $X_{ij}=2t_it_j/(t_i^2-t_j^2)$ and $Z_{ij}=(t_i^2+t_j^2)/(t_i^2-t_j^2)$ qualify when the $t_i^2$ are distinct: both sides of the Gaudin equation equal $4t_it_j^2t_k/[(t_i^2-t_j^2)(t_j^2-t_k^2)]$. `spinHalf_hyperbolic_witness` takes $t_i=i+1$, counting from zero, and checks that $S^z_i\ne0$ in the realisation `spinHalf`.

Defining the model with spin-1/2 operators from the start would exclude the zero representation $S^\pm=S^z=0$, which `SpinCopies` admits, but would also restrict the theorem to that spin.
